# DIIS extrapolation to a local maximum of a double-well energy

DIIS (direct inversion in the iterative subspace), used to speed up Hartree-Fock iterations, combines trial points with real coefficients that sum to one and make the norm of the combined residual as small as possible. Here the residual is the derivative $E'(x)$ of the one-variable energy $E(x) = x^4 - 2x^2$, and for two mirror-image trial points with nonzero residuals the combination lands on a local maximum.

```lean
import Mathlib

open Topology

namespace DIISToMaximum

noncomputable section

/-- The linear combination of the vectors `v i` with coefficients `c i`, used both for
trial points and for their residuals. -/
def extrapolate {V : Type*} [AddCommGroup V] [Module ℝ V] {n : ℕ}
    (v : Fin n → V) (c : Fin n → ℝ) : V :=
  ∑ i, c i • v i

/-- The coefficients `c` are DIIS coefficients for the residuals `r`: they sum to one, and
their combined residual has the smallest norm among all sum-one combinations. -/
def IsDIIS {W : Type*} [NormedAddCommGroup W] [NormedSpace ℝ W] {n : ℕ}
    (r : Fin n → W) (c : Fin n → ℝ) : Prop :=
  ∑ i, c i = 1 ∧
    ∀ d : Fin n → ℝ, ∑ i, d i = 1 → ‖extrapolate r c‖ ≤ ‖extrapolate r d‖

/-- The double-well energy `E(x) = x^4 - 2 x^2`. -/
def energy (x : ℝ) : ℝ := x ^ 4 - 2 * x ^ 2

/-- Weights of one half on each of two opposite vectors give the zero vector. -/
theorem extrapolate_opposite {V : Type*} [AddCommGroup V] [Module ℝ V] (x : V) :
    extrapolate ![x, -x] ![1 / 2, 1 / 2] = 0 := by
  simp only [extrapolate, Fin.sum_univ_two, Matrix.cons_val_zero, Matrix.cons_val_one,
    Matrix.cons_val_fin_one]
  module

/-- For two opposite nonzero residuals the DIIS coefficients are one half and one half,
and no others. -/
theorem isDIIS_opposite_iff {W : Type*} [NormedAddCommGroup W] [NormedSpace ℝ W]
    {r : W} (hr : r ≠ 0) (c : Fin 2 → ℝ) :
    IsDIIS ![r, -r] c ↔ c = ![1 / 2, 1 / 2] := by
  constructor
  · rintro ⟨hs, hmin⟩
    -- equal weights reach residual zero, so the minimiser must reach it too
    have h := hmin ![1 / 2, 1 / 2] (by norm_num [Fin.sum_univ_two])
    have key : extrapolate ![r, -r] c = (c 0 - c 1) • r := by
      simp only [extrapolate, Fin.sum_univ_two, Matrix.cons_val_zero, Matrix.cons_val_one,
        Matrix.cons_val_fin_one]
      module
    rw [extrapolate_opposite, norm_zero, norm_le_zero_iff, key] at h
    have h1 : c 0 - c 1 = 0 := (smul_eq_zero.mp h).resolve_right hr
    rw [Fin.sum_univ_two] at hs
    ext i
    fin_cases i
    · show c 0 = 1 / 2
      linarith
    · show c 1 = 1 / 2
      linarith
  · rintro rfl
    refine ⟨by norm_num [Fin.sum_univ_two], fun d _ => ?_⟩
    rw [extrapolate_opposite, norm_zero]
    exact norm_nonneg _

/-- For an even energy of one variable and trial points `a` and `-a` with nonzero residual
at `a`, the DIIS coefficients are one half and one half, and no others. -/
theorem isDIIS_even_iff {E : ℝ → ℝ} (hE : ∀ x, E (-x) = E x) {a : ℝ}
    (ha : deriv E a ≠ 0) (c : Fin 2 → ℝ) :
    IsDIIS ![deriv E a, deriv E (-a)] c ↔ c = ![1 / 2, 1 / 2] := by
  -- the derivative of an even function is odd
  have h := deriv_comp_neg E a
  have hE' : (fun x => E (-x)) = E := funext hE
  rw [hE'] at h
  have hodd : deriv E (-a) = -deriv E a := by linarith
  rw [hodd]
  exact isDIIS_opposite_iff ha c

/-- The residual of the double well is `E'(x) = 4 x^3 - 4 x`. -/
theorem hasDerivAt_energy (x : ℝ) : HasDerivAt energy (4 * x ^ 3 - 4 * x) x := by
  have h := (hasDerivAt_pow 4 x).fun_sub ((hasDerivAt_pow 2 x).const_mul 2)
  exact h.congr_deriv (by norm_num; ring)

/-- A point of the double well lies below the origin in energy exactly when it is not the
origin and its square is less than two. -/
theorem energy_lt_energy_zero_iff (x : ℝ) :
    energy x < energy 0 ↔ x ≠ 0 ∧ x ^ 2 < 2 := by
  have h0 : energy 0 = 0 := by norm_num [energy]
  -- away from the origin the energy has the sign of its second factor
  have hf : energy x = x ^ 2 * (x ^ 2 - 2) := by
    unfold energy
    ring
  constructor
  · intro h
    refine ⟨fun hx => ?_, ?_⟩
    · rw [hx] at h
      exact lt_irrefl _ h
    · by_contra hx
      have hx' : 0 ≤ x ^ 2 - 2 := by linarith
      have := mul_nonneg (sq_nonneg x) hx'
      linarith
  · rintro ⟨hx, h2⟩
    have hp : 0 < x ^ 2 := by positivity
    have := mul_pos hp (sub_pos.2 h2)
    rw [h0, hf]
    linarith

/-- The origin is a strict local maximum of the double-well energy. -/
theorem strict_local_max_zero : ∀ᶠ x in 𝓝[≠] (0 : ℝ), energy x < energy 0 := by
  have hU : {x : ℝ | x ^ 2 < 2} ∈ 𝓝 (0 : ℝ) :=
    (isOpen_lt (continuous_pow 2) continuous_const).mem_nhds (by simp)
  filter_upwards [mem_nhdsWithin_of_mem_nhds hU, self_mem_nhdsWithin] with x h2 h0
  exact (energy_lt_energy_zero_iff x).2 ⟨h0, h2⟩

/-- For trial points `a` and `-a` in the double well, with `0 < a < √2` and `a ≠ 1`, the
unique DIIS coefficients are one half and one half. The extrapolated point is the origin,
where the residual vanishes; it is a strict local maximum with energy above both trial
energies. -/
theorem diis_extrapolates_to_maximum {a : ℝ} (ha : 0 < a) (ha2 : a < √2) (ha1 : a ≠ 1) :
    (∀ c : Fin 2 → ℝ,
      IsDIIS ![deriv energy a, deriv energy (-a)] c ↔ c = ![1 / 2, 1 / 2]) ∧
    extrapolate ![a, -a] ![1 / 2, 1 / 2] = 0 ∧
    deriv energy 0 = 0 ∧
    (∀ᶠ x in 𝓝[≠] (0 : ℝ), energy x < energy 0) ∧
    energy a < energy 0 ∧ energy (-a) < energy 0 := by
  have heven : ∀ x, energy (-x) = energy x := by
    intro x
    unfold energy
    ring
  -- the residual 4a(a - 1)(a + 1) is nonzero
  have hres : deriv energy a ≠ 0 := by
    rw [(hasDerivAt_energy a).deriv]
    intro h
    have hz : a * (a - 1) * (a + 1) = 0 := by linear_combination h / 4
    have hp : a + 1 ≠ 0 := by positivity
    exact mul_ne_zero (mul_ne_zero ha.ne' (sub_ne_zero.2 ha1)) hp hz
  have hsq : a ^ 2 < 2 := by
    have hs : √2 ^ 2 = (2 : ℝ) := Real.sq_sqrt (by norm_num)
    nlinarith [Real.sqrt_nonneg 2]
  have hlow : energy a < energy 0 := (energy_lt_energy_zero_iff a).2 ⟨ha.ne', hsq⟩
  refine ⟨isDIIS_even_iff heven hres, extrapolate_opposite a, ?_,
    strict_local_max_zero, hlow, ?_⟩
  · rw [(hasDerivAt_energy 0).deriv]
    norm_num
  · rw [heven]
    exact hlow

/-- For the trial points `1` and `-1` of the double well, every pair of coefficients with
sum one is a pair of DIIS coefficients, and there are no others. -/
theorem isDIIS_at_one_iff (c : Fin 2 → ℝ) :
    IsDIIS ![deriv energy 1, deriv energy (-1)] c ↔ c 0 + c 1 = 1 := by
  -- both residuals vanish, so every combination has residual zero
  have h1 : deriv energy 1 = 0 := by
    rw [(hasDerivAt_energy 1).deriv]
    norm_num
  have h2 : deriv energy (-1) = 0 := by
    rw [(hasDerivAt_energy (-1)).deriv]
    norm_num
  rw [h1, h2]
  constructor
  · intro h
    have hs := h.1
    rwa [Fin.sum_univ_two] at hs
  · intro h
    refine ⟨by rw [Fin.sum_univ_two]; exact h, fun d _ => ?_⟩
    simp [extrapolate, Fin.sum_univ_two]

end

end DIISToMaximum
```

```lean
#print axioms DIISToMaximum.diis_extrapolates_to_maximum
#print axioms DIISToMaximum.isDIIS_at_one_iff
```

```
'DIISToMaximum.diis_extrapolates_to_maximum' depends on axioms: [propext, Classical.choice, Quot.sound]
'DIISToMaximum.isDIIS_at_one_iff' depends on axioms: [propext, Classical.choice, Quot.sound]
```

## Two trial points and the point between them

The theorem `diis_extrapolates_to_maximum` takes a real number $a$ with $0 < a < \sqrt2$ and $a \neq 1$, and the trial points $a$ and $-a$. It states that:

- a pair of coefficients $(c_0, c_1)$ is a DIIS pair exactly when it is $(1/2, 1/2)$;
- these coefficients combine the trial points to $0$;
- the residual vanishes at $0$;
- $0$ is a strict local maximum of the energy;
- both trial energies lie below $E(0)$.

In Lean, $E$ is `energy` and $E'$ is `deriv energy`. The predicate `IsDIIS r c` contains the sum condition and the minimality of the norm, which for real numbers is the absolute value. Coefficients may be negative. The function `extrapolate` forms the linear combination, for trial points and residuals alike; despite its name, the result here lies between the two trial points. The expression `∀ᶠ x in 𝓝[≠] (0 : ℝ)` means "for all $x \neq 0$ sufficiently close to $0$".

## A stationary point that is not a minimum

Since $E(x) = (x^2-1)^2 - 1$, the energy has two equal minima at $\pm 1$, separated by a barrier at $0$. The constants fix the units: the minima sit at distance one from the barrier top and one energy unit below it. The picture is that of two symmetry-related solutions on either side of a symmetric one.

DIIS looks only at the residual, which vanishes at every stationary point. In this one-variable model, a convergence check on the residual alone would therefore accept the barrier top, although both trial points had lower energy.

A real Hartree-Fock calculation differs from this model in several ways. It has many variables, the residual is usually a commutator of the Fock and density matrices, and DIIS usually combines Fock matrices, with the next density obtained by diagonalising the combination. The theorem does not cover these steps.

## Opposite residuals cancel

The derivative is
$$E'(x) = 4x^3 - 4x = 4x(x-1)(x+1).$$
Put $r = E'(a)$. Since $a > 0$ and $a \neq 1$, no factor vanishes at $a$, so $r \neq 0$. The energy is even, so its derivative is odd and $E'(-a) = -r$. For coefficients with $c_0 + c_1 = 1$ the combined residual has the size
$$|c_0 r + c_1(-r)| = |c_0 - c_1|\,|r|.$$
Its smallest value is zero, reached only for $c_0 = c_1$, and the sum condition then gives $c_0 = c_1 = 1/2$. The same weights give $\tfrac12 a + \tfrac12(-a) = 0$.

`isDIIS_opposite_iff` carries out this argument for opposite nonzero residuals in any real normed space. It compares a given minimiser with equal weights, whose residual is zero by `extrapolate_opposite`; hence $(c_0 - c_1)\,r = 0$, and `linarith` solves the two linear equations. Conversely, a combined residual of norm zero cannot be improved upon. `isDIIS_even_iff` adds the oddness of the derivative, and so applies to every even energy with nonzero residual at $a$.

## The origin lies above its surroundings

At the origin $E(0) = 0$ and $E'(0) = 0$. Elsewhere the factorisation
$$E(x) = x^2(x^2 - 2)$$
shows that $E(x) < E(0)$ exactly when $x \neq 0$ and $x^2 < 2$, which is `energy_lt_energy_zero_iff`. The set $x^2 < 2$ is open and contains $0$, so `strict_local_max_zero` follows. The trial points satisfy $a^2 < 2$, which `nlinarith` derives from $0 < a < \sqrt2$, so $E(a) < E(0)$, and evenness gives $E(-a) < E(0)$.

## Trial points at the minima

If $a = 1$ were allowed, uniqueness would fail. Both residuals are then zero, and `isDIIS_at_one_iff` shows that every pair with sum one is a DIIS pair. The pair $(1, 0)$, for instance, returns the trial point $1$, a minimum. Equal weights remain a valid choice and still lead to the maximum, but the residuals no longer single them out.
